# In a harmonic crystal, a residual ionic force enters the energy quadratically and the strain derivative linearly

A crystal is strained and its ions are allowed to relax. The relaxation stops once the forces are small, but not zero. The energy may by then have settled to many digits while the stress is still moving. How far is each from its value for fully relaxed ions?

The answer below is for an energy that is quadratic in one strain component and in finitely many ionic displacements, with a positive definite force-constant matrix.

## The harmonic model

```lean
import Mathlib

open Matrix

namespace ResidualForceStress

noncomputable section

variable {n : Type*} [Fintype n] {K : Matrix n n ℝ}
```

The index type `n` labels the displacement coordinates, for example three per movable ion. `K` is a real square matrix over these coordinates.

```lean
/-- Harmonic energy of a crystal at strain `e` and ionic displacements `u`, with clamped-ion
elastic constant `c`, force-strain coupling `b` and force-constant matrix `K`. -/
def energy (c : ℝ) (b : n → ℝ) (K : Matrix n n ℝ) (e : ℝ) (u : n → ℝ) : ℝ :=
  c * e ^ 2 / 2 + e * (b ⬝ᵥ u) + (u ⬝ᵥ K *ᵥ u) / 2
```

In ordinary notation, with strain e and displacement vector u,

E(e,u) = c e²/2 + e b·u + u·Ku/2.

Strain and energy are counted from a reference crystal free of forces and stress. The displacements u are counted from the positions to which the homogeneous strain alone carries the ions, so u = 0 means unchanged fractional coordinates.

Lean writes `⬝ᵥ` for the dot product and `*ᵥ` for a matrix acting on a vector. The number c is the clamped-ion elastic constant, b says how strongly strain pushes on the ions, and K holds the force constants. All three are given and do not depend on e or u, so anharmonicity is absent.

```lean
/-- Residual force on the ions at strain `e` and displacements `u`, for symmetric `K`. -/
def force (b : n → ℝ) (K : Matrix n n ℝ) (e : ℝ) (u : n → ℝ) : n → ℝ :=
  -(e • b + K *ᵥ u)
```

For symmetric K, as force constants are, the force is minus the gradient of E with respect to u:

f = −(e b + Ku).

The symbol `•` multiplies a vector by a number.

```lean
/-- Stress computed at strain `e` with the ions held at displacements `u`. -/
def stress (c : ℝ) (b : n → ℝ) (e : ℝ) (u : n → ℝ) : ℝ :=
  c * e + b ⬝ᵥ u
```

This is σ(e,u) = c e + b·u, the strain derivative at fixed u. It is an energy per unit strain; dividing by the reference volume gives a stress in the usual units. For now it is only a formula, and its link to a derivative is proved below.

```lean
/-- A positive definite real matrix gives a symmetric bilinear form. -/
theorem dot_symm (hK : K.PosDef) (x y : n → ℝ) : x ⬝ᵥ K *ᵥ y = y ⬝ᵥ K *ᵥ x := by
  have hT : Kᵀ = K := by
    simpa only [Matrix.conjTranspose_eq_transpose_of_trivial] using hK.isHermitian.eq
  rw [Matrix.dotProduct_mulVec, ← Matrix.mulVec_transpose, hT, dotProduct_comm]
```

The hypothesis `hK : K.PosDef` says that K is positive definite, which in Mathlib includes symmetry. Physically, every displacement away from the relaxed geometry at fixed strain costs energy. In a periodic crystal, rigid translations cost nothing, so they must first be removed from the coordinates, for instance by fixing one ion.

The theorem says x·Ky = y·Kx. By hand, x·Ky = (Kᵀx)·y = (Kx)·y = y·Kx, and the rewriting steps in Lean follow this chain.

## From a residual force to the relaxed geometry

```lean
/-- Exact expansion of the energy about any geometry, for positive definite `K`: the term linear
in the extra displacement `d` is minus the force times `d`. -/
theorem energy_add (hK : K.PosDef) (c : ℝ) (b : n → ℝ) (e : ℝ) (u d : n → ℝ) :
    energy c b K e (u + d) =
      energy c b K e u - force b K e u ⬝ᵥ d + (d ⬝ᵥ K *ᵥ d) / 2 := by
  have s := dot_symm hK d u
  have h : (K *ᵥ u) ⬝ᵥ d = d ⬝ᵥ K *ᵥ u := dotProduct_comm _ _
  simp only [energy, force, Matrix.mulVec_add, dotProduct_add, add_dotProduct,
    neg_dotProduct, smul_dotProduct, smul_eq_mul]
  linear_combination (-1 / 2) * s - h
```

Displace the ions by a further d and multiply out:

E(e,u+d) = E(e,u) + e b·d + (u·Kd + d·Ku)/2 + d·Kd/2.

By symmetry the middle bracket equals 2 d·Ku, so

E(e,u+d) = E(e,u) − f·d + d·Kd/2.

In Lean, `simp only` multiplies out, and `linear_combination` closes the gap using the symmetry relation `s` and the reordered dot product `h`.

```lean
variable [DecidableEq n]

/-- Relaxed ionic displacements at strain `e`, for a positive definite force-constant matrix `K`. -/
def relaxed (b : n → ℝ) (K : Matrix n n ℝ) (e : ℝ) : n → ℝ :=
  -(e • (K⁻¹ *ᵥ b))
```

Setting the force to zero gives Ku = −e b, hence the relaxed displacements

u₀(e) = −e K⁻¹b.

```lean
/-- Energy at strain `e` with the ions at their relaxed displacements, for positive definite `K`. -/
def relaxedEnergy (c : ℝ) (b : n → ℝ) (K : Matrix n n ℝ) (e : ℝ) : ℝ :=
  energy c b K e (relaxed b K e)
```

The relaxed energy is E₀(e) = E(e,u₀(e)). Here the ions are relaxed anew at every strain.

```lean
/-- For positive definite `K`, the displacement `K⁻¹ x` is one whose harmonic restoring force
balances `x`. -/
theorem mulVec_inv_cancel (hK : K.PosDef) (x : n → ℝ) : K *ᵥ (K⁻¹ *ᵥ x) = x := by
  rw [Matrix.mulVec_mulVec, Matrix.mul_nonsing_inv K hK.det_pos.ne'.isUnit, Matrix.one_mulVec]
```

This is K(K⁻¹x) = x. Positive definiteness makes the determinant positive, so the inverse is a true one.

```lean
/-- For positive definite `K`, the Newton step `K⁻¹ f` built from the residual force leads from
any geometry to the relaxed one. -/
theorem newton_step (hK : K.PosDef) (b : n → ℝ) (e : ℝ) (u : n → ℝ) :
    u + K⁻¹ *ᵥ force b K e u = relaxed b K e := by
  have h : K⁻¹ *ᵥ (K *ᵥ u) = u := by
    rw [Matrix.mulVec_mulVec, Matrix.nonsing_inv_mul K hK.det_pos.ne'.isUnit, Matrix.one_mulVec]
  rw [force, relaxed, Matrix.mulVec_neg, Matrix.mulVec_add, Matrix.mulVec_smul, h]
  module
```

Apply K⁻¹ to the force:

K⁻¹f = −e K⁻¹b − u.

Adding u leaves −e K⁻¹b = u₀(e). One Newton step therefore reaches the relaxed geometry from anywhere. The tactic `module` does the final vector algebra.

```lean
/-- For positive definite `K`, the strain derivative of the energy at fixed ions is `stress`, and
that of the relaxed energy is `stress` evaluated at the relaxed geometry. -/
theorem hasDerivAt_strain (hK : K.PosDef) (c : ℝ) (b : n → ℝ) (e : ℝ) (u : n → ℝ) :
    HasDerivAt (fun s => energy c b K s u) (stress c b e u) e ∧
      HasDerivAt (relaxedEnergy c b K) (stress c b e (relaxed b K e)) e := by
  have q : HasDerivAt (fun s : ℝ => s ^ 2) (2 * e) e := by
    simpa using hasDerivAt_pow 2 e
  constructor
  · have hfun : (fun s => energy c b K s u) =
        fun s => c / 2 * s ^ 2 + s * (b ⬝ᵥ u) + (u ⬝ᵥ K *ᵥ u) / 2 := by
      funext s
      rw [energy]
      ring
    rw [hfun]
    exact (((q.const_mul (c / 2)).fun_add ((hasDerivAt_id' e).mul_const (b ⬝ᵥ u))).add_const
      ((u ⬝ᵥ K *ᵥ u) / 2)).congr_deriv (by rw [stress]; ring)
  · -- along the relaxed path the energy is a pure parabola in the strain
    have hfun : relaxedEnergy c b K = fun s => s ^ 2 * ((c - b ⬝ᵥ K⁻¹ *ᵥ b) / 2) := by
      funext s
      have h : (K⁻¹ *ᵥ b) ⬝ᵥ b = b ⬝ᵥ K⁻¹ *ᵥ b := dotProduct_comm _ _
      simp only [relaxedEnergy, energy, relaxed, Matrix.mulVec_neg, Matrix.mulVec_smul,
        mulVec_inv_cancel hK, dotProduct_neg, neg_dotProduct, dotProduct_smul,
        smul_dotProduct, smul_eq_mul, h]
      ring
    rw [hfun]
    refine (q.mul_const ((c - b ⬝ᵥ K⁻¹ *ᵥ b) / 2)).congr_deriv ?_
    simp only [stress, relaxed, dotProduct_neg, dotProduct_smul, smul_eq_mul]
    ring
```

`HasDerivAt g g' e` means that the function g has derivative g' at e. The first half is direct: differentiating E at fixed u gives c e + b·u.

For the second half, insert u₀(s) = −s K⁻¹b at strain s, using Ku₀(s) = −s b:

E₀(s) = c s²/2 − s² b·K⁻¹b + s² b·K⁻¹b/2 = s² (c − b·K⁻¹b)/2.

Its derivative at e is

e (c − b·K⁻¹b) = c e + b·u₀(e) = σ(e,u₀(e)).

The relaxed-ion elastic constant is thus c − b·K⁻¹b. In Lean, each `hfun` rewrites the energy as an explicit polynomial in the strain, and `ring` matches the resulting derivative to `stress`.

## The two errors

```lean
/-- For positive definite `K`, ions left with residual force `f` give an energy too high by
`f·K⁻¹f/2` and a strain derivative wrong by `-b·K⁻¹f`, relative to the relaxed crystal. -/
theorem residual_force_errors (hK : K.PosDef) (c : ℝ) (b : n → ℝ) (e : ℝ) (u : n → ℝ) :
    energy c b K e u - relaxedEnergy c b K e =
        (force b K e u ⬝ᵥ K⁻¹ *ᵥ force b K e u) / 2 ∧
      stress c b e u - deriv (relaxedEnergy c b K) e = -(b ⬝ᵥ K⁻¹ *ᵥ force b K e u) := by
  constructor
  · -- expand about the unrelaxed geometry and take the Newton step
    rw [relaxedEnergy, ← newton_step hK b e u, energy_add hK, mulVec_inv_cancel hK,
      dotProduct_comm (K⁻¹ *ᵥ force b K e u) (force b K e u)]
    ring
  · rw [(hasDerivAt_strain hK c b e u).2.deriv, ← newton_step hK b e u]
    simp only [stress, dotProduct_add]
    ring
```

The symbol `∧` joins two claims. For the energy, put d = K⁻¹f into the expansion. The Newton step lands on u₀(e), and Kd = f, so

E₀ = E − f·K⁻¹f + f·K⁻¹f/2,

E − E₀ = f·K⁻¹f/2.

For the strain derivative, write u₀ = u + K⁻¹f:

dE₀/de = c e + b·u + b·K⁻¹f,

σ(e,u) − dE₀/de = −b·K⁻¹f.

The Lean proof makes the same substitutions through `newton_step`, `energy_add` and `hasDerivAt_strain`. The comparison is with `deriv (relaxedEnergy c b K) e`, the actual derivative along the relaxed path.

The energy has no linear term because it is stationary at u₀. The strain derivative is not stationary there unless b = 0. For particular forces with b·K⁻¹f = 0, its error vanishes.

```lean
/-- For positive definite `K`, every geometry other than the relaxed one has a strictly higher
energy at the same strain. -/
theorem relaxedEnergy_lt (hK : K.PosDef) (c : ℝ) (b : n → ℝ) (e : ℝ) (u : n → ℝ)
    (hu : u ≠ relaxed b K e) : relaxedEnergy c b K e < energy c b K e u := by
  have hf : force b K e u ≠ 0 := by
    intro h0
    have h := newton_step hK b e u
    rw [h0, Matrix.mulVec_zero, add_zero] at h
    exact hu h
  have hpos : 0 < force b K e u ⬝ᵥ K⁻¹ *ᵥ force b K e u := by
    simpa only [star_trivial] using hK.inv.dotProduct_mulVec_pos hf
  linarith [(residual_force_errors hK c b e u).1]
```

If f were zero, the Newton step would give u = u₀(e), contrary to `hu`. So f ≠ 0, and since K⁻¹ is also positive definite, f·K⁻¹f/2 > 0. `linarith` turns this into the strict inequality E₀ < E.

Symmetry and invertibility of K alone would not be enough for this. Take one coordinate with K = −1, b = 0 and e = 0. The force vanishes at u = 0, where the energy is 0, but at u = 1 the energy is −1/2. The "relaxed" point is then a maximum.

```lean
/-- Quadratic versus linear error, for positive definite `K`: at the geometry whose residual
force is `t f`, the energy error scales as `t ^ 2` and the stress error as `t`. -/
theorem error_scaling (hK : K.PosDef) (c : ℝ) (b : n → ℝ) (e t : ℝ) (f : n → ℝ) :
    let u := relaxed b K e - t • (K⁻¹ *ᵥ f)
    force b K e u = t • f ∧
      energy c b K e u - relaxedEnergy c b K e = t ^ 2 * ((f ⬝ᵥ K⁻¹ *ᵥ f) / 2) ∧
      stress c b e u - deriv (relaxedEnergy c b K) e = t * -(b ⬝ᵥ K⁻¹ *ᵥ f) := by
  intro u
  have hf : force b K e u = t • f := by
    simp only [u, force, relaxed, Matrix.mulVec_sub, Matrix.mulVec_neg, Matrix.mulVec_smul,
      mulVec_inv_cancel hK]
    module
  obtain ⟨h1, h2⟩ := residual_force_errors hK c b e u
  rw [hf] at h1 h2
  simp only [Matrix.mulVec_smul, dotProduct_smul, smul_dotProduct, smul_eq_mul] at h1 h2
  exact ⟨hf, by rw [h1]; ring, by rw [h2]; ring⟩
```

Here f is any chosen vector, and the `let` line constructs a geometry whose force is t f:

u = u₀(e) − t K⁻¹f,

−(e b + Ku) = −(e b − e b − t f) = t f.

Inserting t f into the two error formulas gives

E − E₀ = t² f·K⁻¹f/2,

σ − dE₀/de = −t b·K⁻¹f.

Reducing every force component tenfold reduces the energy error a hundredfold and the error of the strain derivative only tenfold. Lean first proves the force statement `hf`, then substitutes it into `residual_force_errors`.

```lean
/-- For positive definite `K`, the squared stress error is at most `2 (b·K⁻¹b)` times the energy
error, with equality when the residual force is a multiple of `b`. -/
theorem stress_error_sq_le (hK : K.PosDef) (c : ℝ) (b : n → ℝ) (e : ℝ) (u : n → ℝ) :
    (stress c b e u - deriv (relaxedEnergy c b K) e) ^ 2 ≤
        2 * (b ⬝ᵥ K⁻¹ *ᵥ b) * (energy c b K e u - relaxedEnergy c b K e) ∧
      ∀ t : ℝ, force b K e u = t • b →
        (stress c b e u - deriv (relaxedEnergy c b K) e) ^ 2 =
          2 * (b ⬝ᵥ K⁻¹ *ᵥ b) * (energy c b K e u - relaxedEnergy c b K e) := by
  obtain ⟨h1, h2⟩ := residual_force_errors hK c b e u
  rw [h1, h2]
  generalize force b K e u = f
  constructor
  · -- the form `K⁻¹` is nonnegative on every combination `t b + f`
    have hq : ∀ t : ℝ, 0 ≤ (b ⬝ᵥ K⁻¹ *ᵥ b) * (t * t) + (2 * (b ⬝ᵥ K⁻¹ *ᵥ f)) * t
        + f ⬝ᵥ K⁻¹ *ᵥ f := by
      intro t
      have h : 0 ≤ (t • b + f) ⬝ᵥ K⁻¹ *ᵥ (t • b + f) := by
        simpa only [star_trivial] using
          hK.inv.posSemidef.dotProduct_mulVec_nonneg (t • b + f)
      simp only [Matrix.mulVec_add, Matrix.mulVec_smul, dotProduct_add, add_dotProduct,
        dotProduct_smul, smul_dotProduct, smul_eq_mul, dot_symm hK.inv f b] at h
      linarith
    have hd := discrim_le_zero hq
    rw [discrim] at hd
    linarith
  · intro t ht
    rw [ht]
    simp only [Matrix.mulVec_smul, dotProduct_smul, smul_dotProduct, smul_eq_mul]
    ring

end

end ResidualForceStress
```

The last theorem bounds one error by the other:

(σ − dE₀/de)² ≤ 2 (b·K⁻¹b)(E − E₀).

By hand, start from the fact that K⁻¹ is nonnegative on t b + f for every real t:

0 ≤ (b·K⁻¹b) t² + 2 (b·K⁻¹f) t + f·K⁻¹f.

A quadratic that is never negative has discriminant at most zero, so

(b·K⁻¹f)² ≤ (b·K⁻¹b)(f·K⁻¹f).

The left side is the squared error of the strain derivative, and f·K⁻¹f is twice the energy error. If f = t b, both sides equal t² (b·K⁻¹b)². In Lean, `hq` is the nonnegative quadratic and `discrim_le_zero` supplies the discriminant condition.

Ions left at u = 0 are an instance of equality, since their force is −e b. The factor b·K⁻¹b is the amount by which relaxation softens the elastic constant.

## Elastic constants from finite strains

In an electronic-structure calculation, a relaxed-ion elastic constant can be obtained by applying strains +e and −e, relaxing the ions at each, and dividing the difference of the two stresses by 2e. Suppose the relaxations stop with residual forces f₊ and f₋. Within this harmonic, one-strain model, the resulting constant (per cell, before division by volume) is wrong by

−b·K⁻¹(f₊ − f₋)/(2e).

For given residual forces, a smaller strain magnifies this error. If the ions are not relaxed at all, f₊ = −e b and f₋ = e b, and the error is b·K⁻¹b: the calculation returns the clamped-ion constant c.

The model takes the force and the fixed-ion strain derivative to be exact derivatives of one energy. Errors from an incomplete basis or an unconverged electronic density come on top of those described here.

```lean
#print axioms ResidualForceStress.residual_force_errors
#print axioms ResidualForceStress.relaxedEnergy_lt
#print axioms ResidualForceStress.error_scaling
#print axioms ResidualForceStress.stress_error_sq_le
```

```
'ResidualForceStress.residual_force_errors' depends on axioms: [propext, Classical.choice, Quot.sound]
'ResidualForceStress.relaxedEnergy_lt' depends on axioms: [propext, Classical.choice, Quot.sound]
'ResidualForceStress.error_scaling' depends on axioms: [propext, Classical.choice, Quot.sound]
'ResidualForceStress.stress_error_sq_le' depends on axioms: [propext, Classical.choice, Quot.sound]
```
